# Unbiased interfacial-energy errors raise the mean Boltzmann factor for nucleation at high barriers

Averaging classical nucleation rates over uncertain interfacial energies is not the same as computing the rate at the mean energy. With a fixed kinetic prefactor, a barrier of 30 thermal energies at the mean and equally likely deviations of ±10% in the interfacial energy, the mean rate is about 1700 times the rate at the mean energy. If the mean is the true energy, then within this model it is the averaged rate that is too high.

## Convexity and a tangent bound

Let $x_i>0$ be finitely many interfacial energies relative to their mean, with probabilities $p_i>0$, so that $\sum_i p_i=\sum_i p_ix_i=1$. The classical barrier scales as the cube of the interfacial energy. With $B$ the barrier at the mean in units of $kT$, and with driving force, temperature and kinetic prefactor fixed, the rate is proportional to $f(x)=e^{-Bx^3}$. The claim is

$$\sum_i p_i f(x_i)\ge f(1),\quad\text{with equality iff all } x_i=1,$$

provided that either $3Bx_i^3\ge2$ for all $i$, or $B\ge4$. The first condition says that every possible barrier $Bx_i^3$ is at least $\tfrac23$; the second concerns only the barrier at the mean.

**Every barrier at least 2/3.** Differentiating twice,

$$f'=-3Bx^2f,\qquad f''=(9B^2x^4-6Bx)f=3Bx(3Bx^3-2)f.$$

Let $c$ be the smallest $x_i$. Then $f''>0$ for $x>c$, so $f$ is strictly convex on $[c,\infty)$. Jensen's inequality gives the claim; equality forces all $x_i$ to equal their mean, 1.

**Mean barrier at least 4.** Here $f$ may be concave at small $x_i$, but it still lies above its tangent at 1. Put $d=x-1$, $q=1+x+x^2$ and $t=B(1-x^3)=-Bdq$, so that $f(x)=f(1)e^t$. We need $e^t>1-3Bd$ for $x\ne1$. Since $q-3=d(x+2)$, we have $t=-3Bd-Bd^2(x+2)$.

- For $x<1$, $t\ge0$ and $e^t\ge1+t+t^2/2$. Hence $e^t-(1-3Bd)\ge Bd^2[Bq^2/2-(x+2)]$. The bracket is positive because $Bq^2/2\ge2q^2\ge2+4x+6x^2$.
- For $x>1$, only $1-3Bd>0$ needs work. Then $d<1/12$ and $q\le4$, so $1+t/2\ge1-2Bd>0$. Squaring $e^{t/2}\ge1+t/2$ gives $e^t\ge1+t+t^2/4$. The bracket is now $Bq^2/4-(x+2)\ge3x^2+x-1>0$.

Averaging the tangent gives $f(1)\sum_ip_i[1-3B(x_i-1)]=f(1)$, and any $x_i\ne1$ makes the inequality strict.

**Numbers.** For $B=30$ and equally likely $x=0.9,\,1.1$, the cubes are $0.729$ and $1.331$. Relative to $f(1)$, the mean factor is $\tfrac12(e^{8.13}+e^{-9.93})\approx1700$.

**Where the curvature must be checked.** Testing $3Bx^3\ge2$ only at the mean is a mistake. Take $B=0.7$, with $x=0.5$ at probability $1/11$ and $x=1.05$ at $10/11$. The mean is 1 and $3B=2.1$, yet the mean factor is about $0.488$, below $f(1)\approx0.497$.

## The rate factor and its curvature in Lean

```lean
import Mathlib

open Finset

namespace InterfacialEnergyUncertainty

noncomputable section
```

`rateFactor B x` is $f(x)$, without the prefactor.

```lean
/-- Boltzmann factor of the nucleation rate when the interfacial energy is `x` times its
reference value and `B` is the reference barrier in units of the thermal energy. -/
def rateFactor (B x : ℝ) : ℝ := Real.exp (-(B * x ^ 3))
```

`reducedBarrier` is the barrier of a spherical nucleus over $kT$, with `g` the driving force per volume.

```lean
/-- Classical barrier of a spherical nucleus divided by the thermal energy `kT`, for interfacial
energy `γ` and driving force `g` per volume; the domain is `g ≠ 0`, `kT ≠ 0`. -/
def reducedBarrier (γ g kT : ℝ) : ℝ := 16 * Real.pi * γ ^ 3 / (3 * g ^ 2 * kT)
```

The cubic scaling connects the two definitions.

```lean
/-- Scaling the interfacial energy by `x` scales the classical barrier by `x ^ 3`. -/
theorem reducedBarrier_scale (x γ g kT : ℝ) :
    reducedBarrier (x * γ) g kT = reducedBarrier γ g kT * x ^ 3 := by
  unfold reducedBarrier
  ring
```

The next two lemmas are the formulas for $f'$ and $f''$, obtained from the power, exponential and product rules.

```lean
/-- Sensitivity of the rate factor to the relative interfacial energy. -/
theorem hasDerivAt_rateFactor (B x : ℝ) :
    HasDerivAt (rateFactor B) (-(3 * B * x ^ 2) * rateFactor B x) x := by
  have h : HasDerivAt (fun y : ℝ => -(B * y ^ 3)) (-(B * (3 * x ^ 2))) x :=
    ((hasDerivAt_pow 3 x).const_mul B).fun_neg.congr_deriv (by norm_num)
  exact h.exp.congr_deriv (by unfold rateFactor; ring)

/-- Curvature of the rate factor: it changes sign where `3 * B * x ^ 3 = 2` for positive
`B` and `x`. -/
theorem hasDerivAt_sensitivity (B x : ℝ) :
    HasDerivAt (fun y => -(3 * B * y ^ 2) * rateFactor B y)
      (3 * B * x * (3 * B * x ^ 3 - 2) * rateFactor B x) x := by
  have h : HasDerivAt (fun y : ℝ => -(3 * B * y ^ 2)) (-(3 * B * (2 * x))) x :=
    ((hasDerivAt_pow 2 x).const_mul (3 * B)).fun_neg.congr_deriv (by norm_num)
  exact (h.fun_mul (hasDerivAt_rateFactor B x)).congr_deriv (by ring)
```

Strict convexity follows from the positive second derivative in the interior of $[c,\infty)$. Positivity of `B` is derived from the hypothesis at `c`.

```lean
/-- The rate factor is strictly convex above any positive relative energy `c` at which
`3 * B * c ^ 3` is at least 2. -/
theorem strictConvexOn_rateFactor {B c : ℝ} (hc : 0 < c) (h : 2 ≤ 3 * B * c ^ 3) :
    StrictConvexOn ℝ (Set.Ici c) (rateFactor B) := by
  have hB : 0 < B := by
    by_contra hn
    nlinarith [mul_nonneg (neg_nonneg.2 (not_lt.1 hn)) (pow_pos hc 3).le]
  apply strictConvexOn_of_deriv2_pos (convex_Ici c)
  · exact fun x _ => (hasDerivAt_rateFactor B x).continuousAt.continuousWithinAt
  · intro x hx
    rw [interior_Ici] at hx
    have hcx : c < x := hx
    have hx0 : 0 < x := hc.trans hcx
    have h1 : deriv (rateFactor B) = fun y => -(3 * B * y ^ 2) * rateFactor B y :=
      funext fun y => (hasDerivAt_rateFactor B y).deriv
    change 0 < deriv (deriv (rateFactor B)) x
    rw [h1, (hasDerivAt_sensitivity B x).deriv]
    have h3 : c ^ 3 < x ^ 3 := pow_lt_pow_left₀ hcx hc.le (by norm_num)
    have h4 : 0 < 3 * B * x ^ 3 - 2 := by nlinarith [mul_lt_mul_of_pos_left h3 hB]
    exact mul_pos (mul_pos (by positivity) h4) (Real.exp_pos _)
```

## Averages over a finite set of energies

The finite type `ι` labels the possible energies. `hmean` says that the errors are unbiased, and `hB` bounds each barrier separately. The proof picks the smallest energy `x k` and applies Jensen's inequality and its equality case.

```lean
variable {ι : Type*} [Fintype ι]

/-- Positive relative interfacial energies with positive probabilities and mean 1, all
satisfying `3 * B * x ^ 3 ≥ 2`, give a mean rate factor no smaller than that of the mean energy;
the two are equal exactly when every relative energy is 1. -/
theorem mean_rate_ge (p x : ι → ℝ) (B : ℝ) (hp : ∀ i, 0 < p i) (hp1 : ∑ i, p i = 1)
    (hx : ∀ i, 0 < x i) (hmean : ∑ i, p i * x i = 1) (hB : ∀ i, 2 ≤ 3 * B * x i ^ 3) :
    rateFactor B 1 ≤ ∑ i, p i * rateFactor B (x i) ∧
      (∑ i, p i * rateFactor B (x i) = rateFactor B 1 ↔ ∀ i, x i = 1) := by
  rcases isEmpty_or_nonempty ι with h | h
  · simp at hp1
  -- the smallest energy marks a half-line on which the factor is strictly convex
  obtain ⟨k, hk⟩ := Finite.exists_min x
  have hc := strictConvexOn_rateFactor (hx k) (hB k)
  have hle := hc.convexOn.map_sum_le (t := univ) (w := p) (p := x)
    (fun i _ => (hp i).le) hp1 (fun i _ => hk i)
  have heq := hc.map_sum_eq_iff (t := univ) (w := p) (p := x)
    (fun i _ => hp i) hp1 (fun i _ => hk i)
  simp only [smul_eq_mul, hmean, mem_univ, true_implies] at hle heq
  exact ⟨hle, eq_comm.trans heq⟩
```

The tangent lemma follows the two cases above: `hq` bounds $q^2$, `he` is the quadratic bound on the exponential, and `hb` is the positive bracket.

```lean
/-- For a reference barrier of at least 4 thermal energies, the tangent to the rate factor at
relative energy 1 lies strictly below it at every other positive relative energy. -/
theorem tangent_lt_rateFactor {B x : ℝ} (hB : 4 ≤ B) (hx : 0 < x) (h1 : x ≠ 1) :
    rateFactor B 1 * (1 - 3 * B * (x - 1)) < rateFactor B x := by
  have hB0 : 0 < B := by linarith
  have hfac : rateFactor B x = rateFactor B 1 * Real.exp (B * (1 - x ^ 3)) := by
    unfold rateFactor
    rw [← Real.exp_add]
    congr 1
    ring
  have hd : 0 < (x - 1) ^ 2 := by
    have := sub_ne_zero.2 h1
    positivity
  have hq : 1 + 2 * x + 3 * x ^ 2 ≤ (1 + x + x ^ 2) ^ 2 := by
    nlinarith [pow_pos hx 3, pow_pos hx 4]
  have hBq := mul_le_mul_of_nonneg_right hB (sq_nonneg (1 + x + x ^ 2))
  rw [hfac]
  refine mul_lt_mul_of_pos_left ?_ (Real.exp_pos _)
  rcases lt_or_gt_of_ne h1 with hlt | hgt
  · -- lowered barrier: second-order bound for the exponential
    have ht : 0 ≤ B * (1 - x ^ 3) :=
      mul_nonneg hB0.le (sub_nonneg.2 (pow_le_one₀ hx.le hlt.le))
    have he := Real.quadratic_le_exp_of_nonneg ht
    have hb : 0 < B * (1 + x + x ^ 2) ^ 2 / 2 - (x + 2) := by nlinarith [sq_nonneg x]
    have hm := mul_pos (mul_pos hB0 hd) hb
    nlinarith
  · -- raised barrier: only energies close to 1 leave the tangent positive
    rcases le_or_gt (1 - 3 * B * (x - 1)) 0 with hn | hn
    · exact hn.trans_lt (Real.exp_pos _)
    have hx1 : 0 < x - 1 := sub_pos.2 hgt
    have hxs : x < 13 / 12 := by nlinarith [mul_le_mul_of_nonneg_right hB hx1.le]
    have hq4 : 1 + x + x ^ 2 ≤ 4 := by nlinarith
    have hs := mul_le_mul_of_nonneg_left hq4 (mul_pos hB0 hx1).le
    have ht : 0 ≤ 1 + B * (1 - x ^ 3) / 2 := by nlinarith
    have hsq : Real.exp (B * (1 - x ^ 3)) = Real.exp (B * (1 - x ^ 3) / 2) ^ 2 := by
      rw [pow_two, ← Real.exp_add]
      congr 1
      ring
    have he := pow_le_pow_left₀ ht
      (by linarith [Real.add_one_le_exp (B * (1 - x ^ 3) / 2)] :
        1 + B * (1 - x ^ 3) / 2 ≤ Real.exp (B * (1 - x ^ 3) / 2)) 2
    rw [← hsq] at he
    have hb : 0 < B * (1 + x + x ^ 2) ^ 2 / 4 - (x + 2) := by nlinarith
    have hm := mul_pos (mul_pos hB0 hd) hb
    nlinarith
```

Summing the tangent bounds gives the inequality; one strict term settles the equality case.

```lean
/-- For a reference barrier of at least 4 thermal energies, any positive relative energies with
positive probabilities and mean 1 give a mean rate factor no smaller than that of the mean
energy, with equality exactly when every relative energy is 1. -/
theorem mean_rate_ge_of_high_barrier (p x : ι → ℝ) (B : ℝ) (hp : ∀ i, 0 < p i)
    (hp1 : ∑ i, p i = 1) (hx : ∀ i, 0 < x i) (hmean : ∑ i, p i * x i = 1) (hB : 4 ≤ B) :
    rateFactor B 1 ≤ ∑ i, p i * rateFactor B (x i) ∧
      (∑ i, p i * rateFactor B (x i) = rateFactor B 1 ↔ ∀ i, x i = 1) := by
  have ht : ∀ i, p i * (rateFactor B 1 * (1 - 3 * B * (x i - 1))) ≤
      p i * rateFactor B (x i) := by
    intro i
    refine mul_le_mul_of_nonneg_left ?_ (hp i).le
    by_cases h : x i = 1
    · simp [h]
    · exact (tangent_lt_rateFactor hB (hx i) h).le
  -- the linear term averages out because the errors are unbiased
  have hsum : ∑ i, p i * (rateFactor B 1 * (1 - 3 * B * (x i - 1))) = rateFactor B 1 := by
    calc _ = rateFactor B 1 * ((1 + 3 * B) * ∑ i, p i - 3 * B * ∑ i, p i * x i) := by
          rw [mul_sum, mul_sum, ← sum_sub_distrib, mul_sum]
          exact sum_congr rfl fun i _ => by ring
      _ = rateFactor B 1 := by rw [hp1, hmean]; ring
  refine ⟨hsum.symm.le.trans (sum_le_sum fun i _ => ht i), fun he i => ?_, fun h => ?_⟩
  · by_contra hi
    have hlt := sum_lt_sum (s := univ) (fun j _ => ht j)
      ⟨i, mem_univ i, mul_lt_mul_of_pos_left (tangent_lt_rateFactor hB (hx i) hi) (hp i)⟩
    rw [hsum, he] at hlt
    exact lt_irrefl _ hlt
  · simp only [h]
    rw [← sum_mul, hp1, one_mul]
```

## Dimensional energies and a low-barrier reversal

For energies $\gamma_i$ with mean $m$, set $x_i=\gamma_i/m$. The theorem states the inequality alone. Its hypothesis `hB` already excludes zero `g` or `kT`, for which Lean's division would return a zero barrier.

For a finite set of interfacial energies estimated by simulation, with a barrier of at least $4kT$ at their mean, this shows that the averaged rate is never below the rate at the mean energy in the classical model with constant prefactor. It doesn't say which of the two is closer to the true rate.

```lean
/-- For positive interfacial energies with positive probabilities, the mean classical Boltzmann
factor is at least the factor at the mean energy, if the barrier there is at least 4 `kT`. -/
theorem classical_mean_rate_ge (p γ : ι → ℝ) (g kT : ℝ) (hp : ∀ i, 0 < p i)
    (hp1 : ∑ i, p i = 1) (hγ : ∀ i, 0 < γ i)
    (hB : 4 ≤ reducedBarrier (∑ i, p i * γ i) g kT) :
    Real.exp (-reducedBarrier (∑ i, p i * γ i) g kT) ≤
      ∑ i, p i * Real.exp (-reducedBarrier (γ i) g kT) := by
  rcases isEmpty_or_nonempty ι with h | h
  · simp at hp1
  have hm : 0 < ∑ i, p i * γ i := sum_pos (fun i _ => mul_pos (hp i) (hγ i)) univ_nonempty
  obtain ⟨m, hmdef⟩ : ∃ m, m = ∑ i, p i * γ i := ⟨_, rfl⟩
  rw [← hmdef] at hm hB ⊢
  have hmean : ∑ i, p i * (γ i / m) = 1 := by
    simp_rw [← mul_div_assoc]
    rw [← sum_div, ← hmdef, div_self hm.ne']
  have hr := (mean_rate_ge_of_high_barrier p (fun i => γ i / m) _ hp hp1
    (fun i => div_pos (hγ i) hm) hmean hB).1
  have hs : ∀ i, rateFactor (reducedBarrier m g kT) (γ i / m) =
      Real.exp (-reducedBarrier (γ i) g kT) := by
    intro i
    unfold rateFactor
    rw [← reducedBarrier_scale, div_mul_cancel₀ _ hm.ne']
  have h1 : rateFactor (reducedBarrier m g kT) 1 = Real.exp (-reducedBarrier m g kT) := by
    simp [rateFactor]
  simp only [hs, h1] at hr
  exact hr
```

At low barriers the direction can reverse. With $B=8\ln(20/19)\approx0.41$ and equally likely $x=1/2,\,3/2$, the factors are $0.95$ and $0.95^{27}$. Their mean, about $0.600$, is below $f(1)=0.95^8\approx0.663$. A barrier this far below $kT$ doesn't make nucleation a rare event, so the example shows a limit of the inequality and not a practical case. The proof rewrites all three factors as powers of $19/20$ and compares rational numbers.

```lean
/-- At the low barrier `B = 8 log (20/19)`, equally likely relative energies 1/2 and 3/2 give
a mean rate factor below that of their mean. -/
theorem low_barrier_lowers_rate :
    1 / 2 * rateFactor (8 * Real.log (20 / 19)) (1 / 2) +
      1 / 2 * rateFactor (8 * Real.log (20 / 19)) (3 / 2) <
      rateFactor (8 * Real.log (20 / 19)) 1 := by
  have hy : Real.exp (-Real.log (20 / 19)) = 19 / 20 := by
    rw [Real.exp_neg, Real.exp_log (by norm_num)]
    norm_num
  -- all three factors are powers of 19/20
  have e1 : rateFactor (8 * Real.log (20 / 19)) (1 / 2) = 19 / 20 := by
    rw [← hy]
    unfold rateFactor
    congr 1
    ring
  have e2 : rateFactor (8 * Real.log (20 / 19)) (3 / 2) = (19 / 20) ^ 27 := by
    rw [← hy, ← Real.exp_nat_mul]
    unfold rateFactor
    congr 1
    push_cast
    ring
  have e3 : rateFactor (8 * Real.log (20 / 19)) 1 = (19 / 20) ^ 8 := by
    rw [← hy, ← Real.exp_nat_mul]
    unfold rateFactor
    congr 1
    push_cast
    ring
  rw [e1, e2, e3]
  norm_num

end

end InterfacialEnergyUncertainty
```

```lean
#print axioms InterfacialEnergyUncertainty.mean_rate_ge
-- 'InterfacialEnergyUncertainty.mean_rate_ge' depends on axioms: [propext, Classical.choice, Quot.sound]
#print axioms InterfacialEnergyUncertainty.mean_rate_ge_of_high_barrier
-- 'InterfacialEnergyUncertainty.mean_rate_ge_of_high_barrier' depends on axioms: [propext, Classical.choice, Quot.sound]
#print axioms InterfacialEnergyUncertainty.classical_mean_rate_ge
-- 'InterfacialEnergyUncertainty.classical_mean_rate_ge' depends on axioms: [propext, Classical.choice, Quot.sound]
#print axioms InterfacialEnergyUncertainty.low_barrier_lowers_rate
-- 'InterfacialEnergyUncertainty.low_barrier_lowers_rate' depends on axioms: [propext, Classical.choice, Quot.sound]
```
